# A full turn about any axis multiplies spin-$n/2$ states by $(-1)^n$

For spin $1/2$, $J_z$ has eigenvalues $\pm 1/2$ in units of $\hbar$. A full turn about $z$ therefore gives the two basis states the phases $e^{-i\pi}$ and $e^{i\pi}$. Both are $-1$, so the turn is minus the identity. Since the phases agree, a change of basis leaves the operator unchanged, and the same sign appears for every axis.

The general question is what $\exp(-2\pi i\,u\cdot J)$ does to a spin $n/2$, for natural $n$ and a real unit vector $u$. The answer is $(-1)^n$ times the identity. In quantum mechanics this sign matters when a turned spin state is superposed with an unturned one; the result concerns one spin of fixed magnitude. That a given device or field pulse actually applies this operator is a separate physical assumption.

## One spin of fixed magnitude

The number $n$ is twice the spin quantum number. The basis index $k=0,\dots,n$ labels the state with magnetic quantum number $n/2-k$.

```lean
import Mathlib

open Matrix NormedSpace

namespace FullTurnRotation

noncomputable section

/-- The ladder coefficient `√(k (n + 1 - k))` of spin `n/2`, for `k ≤ n + 1`. -/
def ladder (n k : ℕ) : ℂ := (Real.sqrt ((k : ℝ) * (n + 1 - k)) : ℝ)

/-- The raising matrix of spin `n/2`; basis vector `k` has magnetic quantum number `n/2 - k`. -/
def raising (n : ℕ) : Matrix (Fin (n + 1)) (Fin (n + 1)) ℂ :=
  Matrix.of fun i j => if (j : ℕ) = i + 1 then ladder n j else 0

/-- The x component of spin `n/2`, half the sum of the raising and lowering matrices. -/
def Jx (n : ℕ) : Matrix (Fin (n + 1)) (Fin (n + 1)) ℂ :=
  (1 / 2 : ℂ) • (raising n + (raising n)ᵀ)

/-- The y component of spin `n/2`, the raising minus the lowering matrix, divided by `2i`. -/
def Jy (n : ℕ) : Matrix (Fin (n + 1)) (Fin (n + 1)) ℂ :=
  (-Complex.I / 2) • (raising n - (raising n)ᵀ)

/-- The z component of spin `n/2`, diagonal with entries `n/2 - k`. -/
def Jz (n : ℕ) : Matrix (Fin (n + 1)) (Fin (n + 1)) ℂ :=
  Matrix.diagonal fun k => (n : ℂ) / 2 - ((k : ℕ) : ℂ)
```

In Lean, a vector `u : Fin 3 → ℝ` has its $x,y,z$ components at indices 0, 1, 2. `spinAlong n u` is $u\cdot J$, and `rotation n u θ` is the matrix exponential $\exp(-i\theta\,u\cdot J)$.

```lean
/-- The spin component `u·J` along a real vector `u`. -/
def spinAlong (n : ℕ) (u : Fin 3 → ℝ) : Matrix (Fin (n + 1)) (Fin (n + 1)) ℂ :=
  u 0 • Jx n + u 1 • Jy n + u 2 • Jz n

/-- The operator `exp(-iθ u·J)`, which for a unit vector `u` rotates by `θ` about `u`. -/
def rotation (n : ℕ) (u : Fin 3 → ℝ) (θ : ℝ) : Matrix (Fin (n + 1)) (Fin (n + 1)) ℂ :=
  exp (θ • ((-Complex.I) • spinAlong n u))
```

Fixing the spin makes the magnetic quantum numbers differ by integers, so all phases of a full turn agree. The commutation relations alone would not ensure this: block-diagonal matrices with one spin $0$ block and one spin $1/2$ block obey them too, but a full turn gives the two blocks opposite signs.

The raising matrix $J_+$ has entries $\sqrt{k(n+1-k)}$ from state $k$ to state $k-1$, and $J_-$ is its transpose. The condition $k\le n+1$ in `ladder_sq` keeps the radicand non-negative. At $k=n+2$ it is negative, Lean's real square root returns zero, and the formula for the square fails.

```lean
/-- The squared ladder coefficient is `k (n + 1 - k)` for `k ≤ n + 1`. -/
theorem ladder_sq (n k : ℕ) (h : k ≤ n + 1) :
    ladder n k * ladder n k = (k : ℂ) * (n + 1 - k) := by
  have hk : (k : ℝ) ≤ n + 1 := by exact_mod_cast h
  rw [ladder, ← Complex.ofReal_mul,
    Real.mul_self_sqrt (mul_nonneg (Nat.cast_nonneg k) (by linarith))]
  push_cast
  rfl
```

On state $k$, $J_+J_-$ gives $(k+1)(n-k)$ and $J_-J_+$ gives $k(n+1-k)$. Their difference is $n-2k$, hence $[J_+,J_-]=2J_z$. The proof finds the single intermediate state in each matrix product and treats the ends of the ladder separately.

```lean
/-- The commutator of the raising and lowering matrices is `2 Jz`. -/
theorem raising_lowering (n : ℕ) :
    raising n * (raising n)ᵀ - (raising n)ᵀ * raising n = (2 : ℂ) • Jz n := by
  have hp : ∀ i j : Fin (n + 1), (j : ℕ) = i + 1 → raising n i j = ladder n j := by
    intro i j h
    simp [raising, h]
  have h0 : ∀ i j : Fin (n + 1), (j : ℕ) ≠ i + 1 → raising n i j = 0 := by
    intro i j h
    simp [raising, h]
  -- raising after lowering
  have hA : raising n * (raising n)ᵀ =
      Matrix.diagonal fun i : Fin (n + 1) => (((i : ℕ) : ℂ) + 1) * (n - ((i : ℕ) : ℂ)) := by
    ext i j
    simp only [Matrix.mul_apply, Matrix.transpose_apply, Matrix.diagonal_apply]
    by_cases hi : (i : ℕ) + 1 < n + 1
    · rw [Finset.sum_eq_single (⟨i + 1, hi⟩ : Fin (n + 1))
        (fun k _ hk => by rw [h0 i k (fun h => hk (Fin.ext h)), zero_mul])
        (fun h => absurd (Finset.mem_univ _) h)]
      by_cases hij : i = j
      · subst hij
        rw [if_pos rfl, hp i _ rfl, ladder_sq n _ hi.le]
        push_cast
        ring
      · rw [if_neg hij, h0 j _ (fun h => hij (Fin.ext (Nat.succ_injective h))), mul_zero]
    · have hn : (i : ℕ) = n := by omega
      rw [Finset.sum_eq_zero (fun k _ => by rw [h0 i k (by omega), zero_mul]), hn]
      simp
  -- lowering after raising
  have hB : (raising n)ᵀ * raising n =
      Matrix.diagonal fun i : Fin (n + 1) => ((i : ℕ) : ℂ) * (n + 1 - ((i : ℕ) : ℂ)) := by
    ext i j
    simp only [Matrix.mul_apply, Matrix.transpose_apply, Matrix.diagonal_apply]
    by_cases hi : (i : ℕ) = 0
    · rw [Finset.sum_eq_zero (fun k _ => by rw [h0 k i (by omega), zero_mul]), hi]
      simp
    · have hk' : (i : ℕ) = (i : ℕ) - 1 + 1 := by omega
      rw [Finset.sum_eq_single (⟨(i : ℕ) - 1, by omega⟩ : Fin (n + 1))
        (fun k _ hk => by
          rw [h0 k i (fun h => hk (Fin.ext (by simp only; omega))), zero_mul])
        (fun h => absurd (Finset.mem_univ _) h)]
      by_cases hij : i = j
      · subst hij
        rw [if_pos rfl, hp _ i hk', ladder_sq n _ i.isLt.le]
      · rw [if_neg hij, h0 _ j (fun h => hij (Fin.ext (hk'.trans h.symm))), mul_zero]
  rw [hA, hB, Jz, Matrix.diagonal_sub, ← Matrix.diagonal_smul]
  congr 1
  ext i
  simp only [Pi.smul_apply, smul_eq_mul]
  ring
```

Since $J_+$ raises the magnetic quantum number by one, $[J_z,J_+]=J_+$; transposing gives $[J_z,J_-]=-J_-$. With $J_x=(J_++J_-)/2$ and $J_y=(J_+-J_-)/(2i)$,
$$[J_x,J_y]=-\tfrac{1}{2i}[J_+,J_-]=iJ_z,$$
$$[J_y,J_z]=-\tfrac{1}{2i}(J_++J_-)=iJ_x,\qquad [J_z,J_x]=\tfrac12(J_+-J_-)=iJ_y.$$
In the proof, `h1`, `h2` and `h3` are the three ladder commutators, and `linear_combination` forms these sums.

```lean
/-- The spin `n/2` matrices obey the angular momentum commutation relations. -/
theorem spin_commutators (n : ℕ) :
    Jx n * Jy n - Jy n * Jx n = Complex.I • Jz n ∧
    Jy n * Jz n - Jz n * Jy n = Complex.I • Jx n ∧
    Jz n * Jx n - Jx n * Jz n = Complex.I • Jy n := by
  have h1 := raising_lowering n
  have h2 : Jz n * raising n - raising n * Jz n = raising n := by
    ext i j
    simp only [Jz, Matrix.sub_apply, Matrix.diagonal_mul, Matrix.mul_diagonal, raising,
      Matrix.of_apply]
    split_ifs with h
    · have hc : ((j : ℕ) : ℂ) = ((i : ℕ) : ℂ) + 1 := by exact_mod_cast h
      linear_combination ladder n j * hc
    · ring
  have h3 : Jz n * (raising n)ᵀ - (raising n)ᵀ * Jz n = -(raising n)ᵀ := by
    have h := congrArg Matrix.transpose h2
    have hz : (Jz n)ᵀ = Jz n := Matrix.diagonal_transpose _
    rw [Matrix.transpose_sub, Matrix.transpose_mul, Matrix.transpose_mul, hz] at h
    rw [← neg_sub, h]
  have hI : Complex.I * (-Complex.I / 2) = 1 / 2 := by
    linear_combination (-1 / 2 : ℂ) * Complex.I_sq
  refine ⟨?_, ?_, ?_⟩
  · simp only [Jx, Jy, smul_mul_assoc, mul_smul_comm, mul_add, add_mul, mul_sub, sub_mul]
    linear_combination (norm := module) (Complex.I / 2) • h1
  · simp only [Jx, Jy, smul_mul_assoc, mul_smul_comm, mul_sub, sub_mul]
    linear_combination (norm := module) (Complex.I / 2) • h2 - (Complex.I / 2) • h3
  · rw [Jy, smul_smul, hI]
    simp only [Jx, smul_mul_assoc, mul_smul_comm, mul_add, add_mul]
    linear_combination (norm := module) (1 / 2 : ℂ) • h2 + (1 / 2 : ℂ) • h3
```

Expanding in components, for real vectors $a$ and $b$, gives $[a\cdot J,b\cdot J]=i(a\times b)\cdot J$.

```lean
/-- The commutator of the spin components along `a` and `b` is `i` times that along `a × b`. -/
theorem spinAlong_commutator (n : ℕ) (a b : Fin 3 → ℝ) :
    spinAlong n a * spinAlong n b - spinAlong n b * spinAlong n a =
      Complex.I • spinAlong n (crossProduct a b) := by
  obtain ⟨hxy, hyz, hzx⟩ := spin_commutators n
  have c0 : crossProduct a b 0 = a 1 * b 2 - a 2 * b 1 := by simp [cross_apply]
  have c1 : crossProduct a b 1 = a 2 * b 0 - a 0 * b 2 := by simp [cross_apply]
  have c2 : crossProduct a b 2 = a 0 * b 1 - a 1 * b 0 := by simp [cross_apply]
  rw [spinAlong, spinAlong, spinAlong, c0, c1, c2, smul_add, smul_add,
    smul_comm Complex.I _ (Jx n), smul_comm Complex.I _ (Jy n),
    smul_comm Complex.I _ (Jz n), ← hxy, ← hyz, ← hzx]
  simp only [mul_add, add_mul, smul_mul_assoc, mul_smul_comm]
  module
```

## A unit axis perpendicular to the turned component

To change axes, let $w$ be a rotation axis and $v$ the direction of the component being turned. The hypotheses $w\cdot w=1$ and $w\cdot v=0$ say that $\theta$ is the actual angle of turn and that $v$ has no part along the axis.

Put $X=-i\,w\cdot J$, $Z=v\cdot J$ and $K=(w\times v)\cdot J$. Then $[X,Z]=K$. Both hypotheses enter in
$$w\times(w\times v)=w(w\cdot v)-v(w\cdot w)=-v,$$
which gives $[X,K]=-Z$. For $M(t)=\cos t\,Z+\sin t\,K$ it follows that
$$M'(t)=-\sin t\,Z+\cos t\,K=[X,M(t)],$$
$$\frac{d}{dt}\left(e^{-tX}M(t)e^{tX}\right)=e^{-tX}\left(-XM+[X,M]+MX\right)e^{tX}=0.$$
The value at $t=\theta$ thus equals the value $Z$ at $t=0$, so $e^{\theta X}Ze^{-\theta X}=M(\theta)$.

In the proof, `key` contains this differentiation and `hcc` the double cross product. For $n\ge1$ and $\cos\theta\ne1$, the formula can fail if either hypothesis is dropped. Without perpendicularity, $v$ may equal the unit vector $w$: the rotation then leaves $w\cdot J$ alone, while the formula would multiply it by $\cos\theta$. Without a condition on length, $w=0$ gives the same conflict for $v\cdot J$ with any $v\ne0$.

```lean
open scoped Matrix.Norms.Operator in
/-- Rotating the spin component along `v` by `θ` about a unit axis `w` perpendicular to `v`
gives the spin component along `cos θ v + sin θ (w × v)`. -/
theorem rotate_perpendicular (n : ℕ) (w v : Fin 3 → ℝ) (hw : w ⬝ᵥ w = 1)
    (hwv : w ⬝ᵥ v = 0) (θ : ℝ) :
    rotation n w θ * spinAlong n v * (rotation n w θ)⁻¹ =
      spinAlong n (Real.cos θ • v + Real.sin θ • crossProduct w v) := by
  -- if `[X, Z] = K` and `[X, K] = -Z`, conjugating `Z` by `exp (θ X)` gives `cos θ Z + sin θ K`
  have key : ∀ X Z K : Matrix (Fin (n + 1)) (Fin (n + 1)) ℂ,
      X * Z - Z * X = K → X * K - K * X = -Z →
      exp (θ • X) * Z * (exp (θ • X))⁻¹ = Real.cos θ • Z + Real.sin θ • K := by
    intro X Z K h1 h2
    have hM : ∀ t : ℝ, HasDerivAt (fun s : ℝ => Real.cos s • Z + Real.sin s • K)
        (X * (Real.cos t • Z + Real.sin t • K) - (Real.cos t • Z + Real.sin t • K) * X) t := by
      intro t
      refine (((Real.hasDerivAt_cos t).smul_const Z).fun_add
        ((Real.hasDerivAt_sin t).smul_const K)).congr_deriv ?_
      simp only [mul_add, add_mul, mul_smul_comm, smul_mul_assoc]
      linear_combination (norm := module) -(Real.cos t) • h1 - Real.sin t • h2
    have hz : ∀ A B C : Matrix (Fin (n + 1)) (Fin (n + 1)) ℂ,
        (A * -X * B + A * (X * B - B * X)) * C + A * B * (X * C) = 0 := by
      intro A B C
      noncomm_ring
    have hF : ∀ t : ℝ, HasDerivAt (fun s : ℝ => exp (s • (-X)) *
        (Real.cos s • Z + Real.sin s • K) * exp (s • X)) 0 t := fun t =>
      (((hasDerivAt_exp_smul_const (-X) t).fun_mul (hM t)).fun_mul
        (hasDerivAt_exp_smul_const' X t)).congr_deriv (hz _ _ _)
    have hc := is_const_of_deriv_eq_zero (fun t => (hF t).differentiableAt)
      (fun t => (hF t).deriv) θ 0
    simp only [zero_smul, exp_zero, Real.cos_zero, Real.sin_zero, one_smul, add_zero,
      one_mul, mul_one] at hc
    rw [smul_neg, Matrix.exp_neg] at hc
    have hR : exp (θ • X) * (exp (θ • X))⁻¹ = 1 :=
      Matrix.mul_nonsing_inv _ ((Matrix.isUnit_iff_isUnit_det _).mp (Matrix.isUnit_exp _))
    calc exp (θ • X) * Z * (exp (θ • X))⁻¹
        = (exp (θ • X) * (exp (θ • X))⁻¹) * (Real.cos θ • Z + Real.sin θ • K) *
            (exp (θ • X) * (exp (θ • X))⁻¹) := by
          conv_lhs => rw [← hc]
          simp only [mul_assoc]
      _ = Real.cos θ • Z + Real.sin θ • K := by rw [hR, one_mul, mul_one]
  have hcomm : ∀ b : Fin 3 → ℝ, ((-Complex.I) • spinAlong n w) * spinAlong n b -
      spinAlong n b * ((-Complex.I) • spinAlong n w) = spinAlong n (crossProduct w b) := by
    intro b
    rw [smul_mul_assoc, mul_smul_comm, ← smul_sub, spinAlong_commutator, smul_smul,
      show -Complex.I * Complex.I = 1 by simp, one_smul]
  -- the double cross product returns `-v`
  have hcc : crossProduct w (crossProduct w v) = -v := by
    simp only [dotProduct, Fin.sum_univ_three] at hw hwv
    ext i
    fin_cases i <;> simp [cross_apply]
    · linear_combination w 0 * hwv - v 0 * hw
    · linear_combination w 1 * hwv - v 1 * hw
    · linear_combination w 2 * hwv - v 2 * hw
  have hneg : spinAlong n (-v) = -spinAlong n v := by
    simp only [spinAlong, Pi.neg_apply]
    module
  rw [rotation, key _ _ _ (hcomm v) (by rw [hcomm, hcc, hneg])]
  simp only [spinAlong, Pi.add_apply, Pi.smul_apply, smul_eq_mul]
  module
```

## Unit length of the turning axis

The hypothesis `u ⬝ᵥ u = 1` makes $2\pi$ one full turn. By hand it is used to write
$$u=(\sin\theta\cos\varphi,\ \sin\theta\sin\varphi,\ \cos\theta).$$
The proof takes $\varphi$ as the argument of $u_0+iu_1$. With $r$ the modulus of that number, $\theta$ is the argument of $u_2+ir$, whose modulus is 1 by the hypothesis.

```lean
/-- Every real unit vector has spherical angles `θ` and `φ`. -/
theorem spherical_angles (u : Fin 3 → ℝ) (hu : u ⬝ᵥ u = 1) :
    ∃ θ φ : ℝ, u 0 = Real.sin θ * Real.cos φ ∧ u 1 = Real.sin θ * Real.sin φ ∧
      u 2 = Real.cos θ := by
  simp only [dotProduct, Fin.sum_univ_three] at hu
  have hr : ‖(⟨u 0, u 1⟩ : ℂ)‖ ^ 2 = u 0 * u 0 + u 1 * u 1 := by
    rw [Complex.sq_norm, Complex.normSq_mk]
  have hx := Complex.norm_mul_cos_arg (⟨u 0, u 1⟩ : ℂ)
  have hy := Complex.norm_mul_sin_arg (⟨u 0, u 1⟩ : ℂ)
  generalize ‖(⟨u 0, u 1⟩ : ℂ)‖ = r at hr hx hy
  have hs : ‖(⟨u 2, r⟩ : ℂ)‖ ^ 2 = 1 := by
    rw [Complex.sq_norm, Complex.normSq_mk]
    linear_combination hr + hu
  have hn : ‖(⟨u 2, r⟩ : ℂ)‖ = 1 :=
    (sq_eq_sq₀ (norm_nonneg _) zero_le_one).mp (by rw [hs, one_pow])
  have hc := Complex.norm_mul_cos_arg (⟨u 2, r⟩ : ℂ)
  have hd := Complex.norm_mul_sin_arg (⟨u 2, r⟩ : ℂ)
  rw [hn, one_mul] at hc hd
  exact ⟨_, _, by rw [hd]; exact hx.symm, by rw [hd]; exact hy.symm, hc.symm⟩
```

Take $w=(-\sin\varphi,\cos\varphi,0)$, a unit vector perpendicular to $e_z=(0,0,1)$. Then $w\times e_z=(\cos\varphi,\sin\varphi,0)$, and
$$\cos\theta\,e_z+\sin\theta\,(w\times e_z)=u.$$
The polar angle $\theta$ is now the rotation angle, and $u\cdot J=RJ_zR^{-1}$ with $R=\exp(-i\theta\,w\cdot J)$.

```lean
/-- The spin component along any unit vector is obtained from `Jz` by one rotation about a
horizontal unit axis. -/
theorem spinAlong_eq_rotated_Jz (n : ℕ) (u : Fin 3 → ℝ) (hu : u ⬝ᵥ u = 1) :
    ∃ (w : Fin 3 → ℝ) (θ : ℝ), w ⬝ᵥ w = 1 ∧ w 2 = 0 ∧
      spinAlong n u = rotation n w θ * Jz n * (rotation n w θ)⁻¹ := by
  obtain ⟨θ, φ, h0, h1, h2⟩ := spherical_angles u hu
  have hw : ![-Real.sin φ, Real.cos φ, 0] ⬝ᵥ ![-Real.sin φ, Real.cos φ, 0] = 1 := by
    simp only [dotProduct, Fin.sum_univ_three, Matrix.cons_val]
    linear_combination Real.sin_sq_add_cos_sq φ
  have hz : spinAlong n ![0, 0, 1] = Jz n := by simp [spinAlong]
  have hv : Real.cos θ • ![0, 0, 1] +
      Real.sin θ • crossProduct ![-Real.sin φ, Real.cos φ, 0] ![0, 0, 1] = u := by
    ext i
    fin_cases i <;> simp [cross_apply, h0, h1, h2]
  refine ⟨![-Real.sin φ, Real.cos φ, 0], θ, hw, by simp, ?_⟩
  rw [← hz, rotate_perpendicular n _ _ hw (by simp [dotProduct, Fin.sum_univ_three]) θ, hv]
```

The exponential respects this change of basis:
$$e^{-2\pi i\,u\cdot J}=R\,e^{-2\pi iJ_z}R^{-1}.$$
Every diagonal phase in the middle is
$$e^{-2\pi i(n/2-k)}=e^{-i\pi n}e^{2\pi ik}=(-1)^n,$$
so $R$ and $R^{-1}$ cancel. In the proof, `hphase` computes the phase, `hD` assembles the diagonal matrix, and `Matrix.exp_conj` moves the exponential through the conjugation.

For $n\ge1$, some restriction on the length of $u$ is needed. With $u=(0,0,1/2)$, neighbouring states acquire opposite phases, and the operator is no multiple of the identity.

```lean
/-- A full turn about any unit axis multiplies every spin `n/2` state by `(-1)^n`. -/
theorem full_turn (n : ℕ) (u : Fin 3 → ℝ) (hu : u ⬝ᵥ u = 1) :
    rotation n u (2 * Real.pi) = (-1 : ℂ) ^ n • 1 := by
  obtain ⟨w, θ, -, -, h⟩ := spinAlong_eq_rotated_Jz n u hu
  have hU : IsUnit (rotation n w θ) := Matrix.isUnit_exp _
  -- all diagonal phases agree
  have hphase : ∀ k : ℕ, Complex.exp ((2 * Real.pi : ℝ) * (-Complex.I * ((n : ℂ) / 2 - k))) =
      (-1) ^ n := by
    intro k
    rw [show ((2 * Real.pi : ℝ) : ℂ) * (-Complex.I * ((n : ℂ) / 2 - k)) =
        n * (-(Real.pi * Complex.I)) + k * (2 * Real.pi * Complex.I) by push_cast; ring,
      Complex.exp_add, Complex.exp_nat_mul, Complex.exp_nat_mul, Complex.exp_neg,
      Complex.exp_pi_mul_I, Complex.exp_two_pi_mul_I, one_pow, mul_one, inv_neg, inv_one]
  have hD : exp ((2 * Real.pi) • ((-Complex.I) • Jz n)) = (-1 : ℂ) ^ n • 1 := by
    rw [Jz, ← Matrix.diagonal_smul, ← Matrix.diagonal_smul, Matrix.exp_diagonal,
      Matrix.smul_one_eq_diagonal]
    congr 1
    ext k
    rw [Pi.coe_exp, ← Complex.exp_eq_exp_ℂ]
    simp only [Pi.smul_apply, smul_eq_mul, Complex.real_smul]
    exact hphase k
  -- the exponent for the axis `u` is the exponent for the z axis, conjugated by the rotation
  have hconj : (2 * Real.pi) • ((-Complex.I) • spinAlong n u) = rotation n w θ *
      ((2 * Real.pi) • ((-Complex.I) • Jz n)) * (rotation n w θ)⁻¹ := by
    rw [h]
    simp only [mul_smul_comm, smul_mul_assoc]
  rw [rotation, hconj, Matrix.exp_conj _ _ hU, hD, mul_smul_comm, smul_mul_assoc, mul_one,
    Matrix.mul_nonsing_inv _ ((Matrix.isUnit_iff_isUnit_det _).mp hU)]
```

## Odd $n$ and the minus sign

Half-integer spin means `Odd n`. For odd $n$ the full turn is minus the identity. For even $n$ it is the identity, which differs from its negative because the space has at least one dimension; the proof compares the entries at `0 0`. This includes $n=0$, where the single state is unchanged.

```lean
/-- A full turn about a unit axis is minus the identity exactly when `n` is odd, that is, for
half-integer spin `n/2`. -/
theorem full_turn_eq_neg_one_iff (n : ℕ) (u : Fin 3 → ℝ) (hu : u ⬝ᵥ u = 1) :
    rotation n u (2 * Real.pi) = -1 ↔ Odd n := by
  rw [full_turn n u hu]
  constructor
  · intro h
    by_contra hn
    rw [Nat.not_odd_iff_even] at hn
    rw [hn.neg_one_pow, one_smul] at h
    have h00 := congrArg (fun M : Matrix (Fin (n + 1)) (Fin (n + 1)) ℂ => M 0 0) h
    simp only [Matrix.neg_apply, Matrix.one_apply_eq] at h00
    norm_num at h00
  · intro hn
    rw [hn.neg_one_pow, neg_smul, one_smul]

end

end FullTurnRotation
```

```lean
#print axioms FullTurnRotation.full_turn
#print axioms FullTurnRotation.full_turn_eq_neg_one_iff
```

```
'FullTurnRotation.full_turn' depends on axioms: [propext, Classical.choice, Quot.sound]
'FullTurnRotation.full_turn_eq_neg_one_iff' depends on axioms: [propext, Classical.choice, Quot.sound]
```
